# With positive noise variance, the Gaussian-process predictive variance lies between zero and the prior variance

A simulation replaces some of its electronic-structure calculations by Gaussian-process regression on energies already computed. At a new configuration the code reports a variance, which may decide whether another reference calculation is run. For a fixed prior mean and kernel, and in exact arithmetic, this variance is never negative and never larger than it was before any data were seen, if the covariances are consistent with one another and the noise variance is positive.

Let $K$ be the covariance matrix of finitely many training values, $k$ the vector of their covariances with the target value, $c$ the prior variance of the target, and $l>0$ the variance of independent noise on each training value. If the joint covariance matrix is real symmetric positive semidefinite, then

$$\begin{pmatrix}K&k\\k^T&c\end{pmatrix}\succeq 0
\quad\Longrightarrow\quad
0\le \sigma_l^2:=c-k^T(K+lI)^{-1}k\le c .$$

## The variance in a Cholesky-based code

A typical code factorises $K+lI=LL^T$ with $L$ lower triangular, solves $Lu=k$ and returns $c-u\cdot u$. In floating-point arithmetic this difference can come out slightly negative when $u\cdot u$ is close to $c$. A value negative well beyond rounding error points to a fault, such as $K$, $k$ and $c$ computed with different kernel parameters.

The two hypotheses play different parts:

- Without a positive semidefinite joint matrix the variance can be negative. One training value with $K=c=l=1$ and $k=2$ gives $\sigma_l^2=1-4/2=-1$.
- Positive noise makes $K+lI$ invertible. At $l=0$ the inverse does not exist if $K$ is singular, for example when the same configuration is entered twice. If $K$ is invertible, the bounds still hold at $l=0$.

## Completing the square in the prediction error

Positive semidefiniteness says that every linear combination of training values (weights $w$) and target (weight $t$) has nonnegative variance:

$$w\cdot Kw+2t\,w\cdot k+t^2c\ge0. \tag{1}$$

Write $A=K+lI$. If $Av=0$, then $0=v\cdot Kv+l\,v\cdot v$. The first term is nonnegative by (1) with $t=0$, so $v=0$ and $A$ is invertible. The regression weights $\alpha=A^{-1}k$ therefore satisfy $K\alpha+l\alpha=k$, and

$$c-\sigma_l^2=k\cdot\alpha=\alpha\cdot K\alpha+l\,\alpha\cdot\alpha .$$

With every value measured from its prior mean, the mean squared error of a linear predictor that applies weights $w$ to the noisy training data is

$$E_l(w)=c-2w\cdot k+w\cdot Kw+l\,w\cdot w .$$

Substitute $k=A\alpha$ and set $d=w-\alpha$. Since $A$ is symmetric,

$$E_l(w)=c-2w\cdot A\alpha+w\cdot Aw=c-\alpha\cdot A\alpha+d\cdot Ad=\sigma_l^2+d\cdot Kd+l\,d\cdot d .$$

Hence $\sigma_l^2=E_l(\alpha)$ is the least error. Zero weights give $\sigma_l^2\le E_l(0)=c$. By (1) with $t=-1$, $E_l(w)\ge l\,w\cdot w\ge0$, so $\sigma_l^2\ge0$.

Three consequences follow.

- **More noise never lowers the variance.** For $l\le l'$, let $w$ be optimal at $l'$. Then $\sigma_l^2\le E_l(w)\le E_{l'}(w)=\sigma_{l'}^2$.
- **$\sigma_l^2=c$ exactly when $k=0$.** Equality makes $\alpha\cdot K\alpha+l\,\alpha\cdot\alpha$ vanish, so $\alpha=0$ and $k=A\alpha=0$. The converse is immediate.
- **$\sigma_l^2=0$ exactly when $c=0$.** If $E_l(\alpha)=0$, then $\alpha=0$ and $c=E_l(0)=0$. The converse follows from the bounds. This equivalence needs $l>0$: at $l=0$ with $K$ invertible, the variance also vanishes at every training configuration.

## The Lean file

```lean
import Mathlib

open Matrix

namespace GaussianProcessVariance

noncomputable section

variable {n : Type*} [Fintype n] {K : Matrix n n ℝ} {k : n → ℝ} {c l : ℝ}

/-- Joint covariance matrix of the training values (block `K`) and one target value
(variance `c`), with cross-covariances `k`. -/
def jointCovariance (K : Matrix n n ℝ) (k : n → ℝ) (c : ℝ) :
    Matrix (n ⊕ Unit) (n ⊕ Unit) ℝ :=
  fromBlocks K (of fun i _ => k i) (of fun _ j => k j) (of fun _ _ => c)

/-- For zero prior means, the mean squared error of the linear predictor with weights `w`, when the
training data carry independent noise of variance `l`. -/
def predictionError (K : Matrix n n ℝ) (k : n → ℝ) (c l : ℝ) (w : n → ℝ) : ℝ :=
  c - 2 * (w ⬝ᵥ k) + w ⬝ᵥ K *ᵥ w + l * (w ⬝ᵥ w)

/-- A linear combination of the training values (weights `w`) and the target (weight `t`)
has nonnegative variance. -/
theorem combination_variance_nonneg (h : (jointCovariance K k c).PosSemidef)
    (w : n → ℝ) (t : ℝ) :
    0 ≤ w ⬝ᵥ K *ᵥ w + 2 * t * (w ⬝ᵥ k) + t ^ 2 * c := by
  have hq := h.dotProduct_mulVec_nonneg (Sum.elim w (fun _ => t))
  simp only [star_trivial, jointCovariance, dotProduct, mulVec, Fintype.sum_sum_type,
    fromBlocks_apply₁₁, fromBlocks_apply₁₂, fromBlocks_apply₂₁, fromBlocks_apply₂₂,
    Sum.elim_inl, Sum.elim_inr, of_apply, Finset.univ_unique, Finset.sum_singleton] at hq
  have h1 : ∑ i, w i * (∑ j, K i j * w j + k i * t)
      = ∑ i, w i * ∑ j, K i j * w j + t * ∑ i, w i * k i := by
    rw [Finset.mul_sum, ← Finset.sum_add_distrib]
    exact Finset.sum_congr rfl fun i _ => by ring
  have h2 : ∑ j, k j * w j = ∑ j, w j * k j :=
    Finset.sum_congr rfl fun j _ => mul_comm _ _
  rw [h1, h2] at hq
  simp only [dotProduct, mulVec]
  linarith

variable [DecidableEq n]

/-- Regression weights `(K + l)⁻¹ k`. -/
def regressionWeights (K : Matrix n n ℝ) (k : n → ℝ) (l : ℝ) : n → ℝ :=
  (K + l • (1 : Matrix n n ℝ))⁻¹ *ᵥ k

/-- Gaussian-process predictive variance `c - kᵀ (K + l)⁻¹ k`. -/
def predictiveVariance (K : Matrix n n ℝ) (k : n → ℝ) (c l : ℝ) : ℝ :=
  c - k ⬝ᵥ ((K + l • (1 : Matrix n n ℝ))⁻¹ *ᵥ k)

/-- If the joint covariance matrix is positive semidefinite and the noise variance is positive, the
matrix `K + l` has an invertible determinant. -/
theorem isUnit_det_add_noise (h : (jointCovariance K k c).PosSemidef) (hl : 0 < l) :
    IsUnit (K + l • (1 : Matrix n n ℝ)).det := by
  rw [isUnit_iff_ne_zero]
  intro h0
  -- for a null vector, a nonnegative variance and a positive noise term would sum to zero
  obtain ⟨v, hv, hv0⟩ := exists_mulVec_eq_zero_iff.mpr h0
  rw [add_mulVec, smul_mulVec, one_mulVec] at hv0
  have hq := combination_variance_nonneg h v 0
  have e : v ⬝ᵥ K *ᵥ v + l * (v ⬝ᵥ v) = 0 := by
    rw [← smul_eq_mul, ← dotProduct_smul, ← dotProduct_add, hv0, dotProduct_zero]
  have hn : 0 ≤ v ⬝ᵥ v := Finset.sum_nonneg fun i _ => mul_self_nonneg (v i)
  have hp : 0 < v ⬝ᵥ v := lt_of_le_of_ne hn (Ne.symm (mt dotProduct_self_eq_zero.mp hv))
  have := mul_pos hl hp
  linarith

/-- The regression weights `α` solve the linear equations `K α + l α = k`. -/
theorem regressionWeights_equation (h : (jointCovariance K k c).PosSemidef) (hl : 0 < l) :
    K *ᵥ regressionWeights K k l + l • regressionWeights K k l = k := by
  have e : (K + l • (1 : Matrix n n ℝ)) *ᵥ regressionWeights K k l = k := by
    rw [regressionWeights, mulVec_mulVec, mul_nonsing_inv _ (isUnit_det_add_noise h hl),
      one_mulVec]
  rwa [add_mulVec, smul_mulVec, one_mulVec] at e

/-- The data lower the variance of the target by `α·Kα + l α·α`, where `α` are the
regression weights. -/
theorem variance_reduction (h : (jointCovariance K k c).PosSemidef) (hl : 0 < l) :
    c - predictiveVariance K k c l =
      regressionWeights K k l ⬝ᵥ K *ᵥ regressionWeights K k l
        + l * (regressionWeights K k l ⬝ᵥ regressionWeights K k l) := by
  have e : predictiveVariance K k c l = c - k ⬝ᵥ regressionWeights K k l := rfl
  rw [e, ← smul_eq_mul, ← dotProduct_smul, ← dotProduct_add,
    regressionWeights_equation h hl, dotProduct_comm k]
  ring

/-- The error of any linear predictor is the predictive variance plus a quadratic form in
the deviation of its weights from the regression weights. -/
theorem predictionError_eq (h : (jointCovariance K k c).PosSemidef) (hl : 0 < l)
    (w : n → ℝ) :
    predictionError K k c l w = predictiveVariance K k c l
      + (w - regressionWeights K k l) ⬝ᵥ K *ᵥ (w - regressionWeights K k l)
      + l * ((w - regressionWeights K k l) ⬝ᵥ (w - regressionWeights K k l)) := by
  have hred := variance_reduction h hl
  have heq := regressionWeights_equation h hl
  generalize regressionWeights K k l = a at hred heq ⊢
  have hK : Kᵀ = K := by
    ext i j
    simpa [jointCovariance] using h.1.apply (Sum.inl i) (Sum.inl j)
  have e1 : w ⬝ᵥ k = w ⬝ᵥ K *ᵥ a + l * (w ⬝ᵥ a) := by
    rw [← smul_eq_mul, ← dotProduct_smul, ← dotProduct_add, heq]
  -- symmetry of the covariance matrix
  have e3 : a ⬝ᵥ K *ᵥ w = w ⬝ᵥ K *ᵥ a := by
    rw [dotProduct_mulVec, ← mulVec_transpose, hK, dotProduct_comm]
  have e4 : a ⬝ᵥ w = w ⬝ᵥ a := dotProduct_comm _ _
  simp only [predictionError, mulVec_sub, sub_dotProduct, dotProduct_sub]
  linear_combination (-2) * e1 + hred + e3 + l * e4

/-- The predictive variance is the least mean squared error among all linear predictors. -/
theorem predictiveVariance_isLeast (h : (jointCovariance K k c).PosSemidef) (hl : 0 < l) :
    IsLeast (Set.range (predictionError K k c l)) (predictiveVariance K k c l) := by
  constructor
  · refine ⟨regressionWeights K k l, ?_⟩
    simpa using predictionError_eq h hl (regressionWeights K k l)
  · rintro _ ⟨w, rfl⟩
    have e := predictionError_eq h hl w
    generalize w - regressionWeights K k l = d at e
    have hq := combination_variance_nonneg h d 0
    have hn : 0 ≤ d ⬝ᵥ d := Finset.sum_nonneg fun i _ => mul_self_nonneg (d i)
    have := mul_nonneg hl.le hn
    linarith

/-- The Gaussian-process predictive variance lies between zero and the prior variance. -/
theorem predictiveVariance_bounds (h : (jointCovariance K k c).PosSemidef) (hl : 0 < l) :
    0 ≤ predictiveVariance K k c l ∧ predictiveVariance K k c l ≤ c := by
  constructor
  · -- the least error is itself an error, hence nonnegative
    obtain ⟨w, hw⟩ := (predictiveVariance_isLeast h hl).1
    have hq := combination_variance_nonneg h w (-1)
    have hn : 0 ≤ w ⬝ᵥ w := Finset.sum_nonneg fun i _ => mul_self_nonneg (w i)
    have := mul_nonneg hl.le hn
    rw [← hw, predictionError]
    linarith
  · -- the predictor with zero weights has the prior variance as its error
    exact (predictiveVariance_isLeast h hl).2 ⟨0, by simp [predictionError]⟩

/-- The predictive variance does not decrease when the noise variance is raised. -/
theorem predictiveVariance_mono (h : (jointCovariance K k c).PosSemidef) (hl : 0 < l)
    {l' : ℝ} (hll : l ≤ l') :
    predictiveVariance K k c l ≤ predictiveVariance K k c l' := by
  obtain ⟨w, hw⟩ := (predictiveVariance_isLeast h (hl.trans_le hll)).1
  have hmin := (predictiveVariance_isLeast h hl).2 ⟨w, rfl⟩
  have hn : 0 ≤ w ⬝ᵥ w := Finset.sum_nonneg fun i _ => mul_self_nonneg (w i)
  have := mul_le_mul_of_nonneg_right hll hn
  rw [← hw]
  simp only [predictionError] at hmin ⊢
  linarith

/-- The predictive variance equals the prior variance exactly when the target is
uncorrelated with all training values. -/
theorem predictiveVariance_eq_prior_iff (h : (jointCovariance K k c).PosSemidef)
    (hl : 0 < l) : predictiveVariance K k c l = c ↔ k = 0 := by
  constructor
  · intro hc
    have hred := variance_reduction h hl
    have heq := regressionWeights_equation h hl
    generalize regressionWeights K k l = a at hred heq
    have hq := combination_variance_nonneg h a 0
    have hn : 0 ≤ a ⬝ᵥ a := Finset.sum_nonneg fun i _ => mul_self_nonneg (a i)
    have ha : a ⬝ᵥ a = 0 := by nlinarith [mul_nonneg hl.le hn]
    rw [dotProduct_self_eq_zero.mp ha] at heq
    simpa using heq.symm
  · intro hk
    simp [predictiveVariance, hk]

/-- The predictive variance vanishes exactly when the prior variance does. -/
theorem predictiveVariance_eq_zero_iff (h : (jointCovariance K k c).PosSemidef)
    (hl : 0 < l) : predictiveVariance K k c l = 0 ↔ c = 0 := by
  constructor
  · intro h0
    obtain ⟨w, hw⟩ := (predictiveVariance_isLeast h hl).1
    rw [h0, predictionError] at hw
    have hq := combination_variance_nonneg h w (-1)
    have hn : 0 ≤ w ⬝ᵥ w := Finset.sum_nonneg fun i _ => mul_self_nonneg (w i)
    -- zero error forces the optimal weights to vanish
    have hz : w ⬝ᵥ w = 0 := by nlinarith [mul_nonneg hl.le hn]
    rw [dotProduct_self_eq_zero.mp hz] at hw
    simpa using hw
  · intro hc
    have hb := predictiveVariance_bounds h hl
    exact le_antisymm (hb.2.trans hc.le) hb.1

end

end GaussianProcessVariance
```

```lean
#print axioms GaussianProcessVariance.predictiveVariance_bounds
#print axioms GaussianProcessVariance.predictiveVariance_mono
#print axioms GaussianProcessVariance.predictiveVariance_eq_prior_iff
#print axioms GaussianProcessVariance.predictiveVariance_eq_zero_iff
```

```
'GaussianProcessVariance.predictiveVariance_bounds' depends on axioms: [propext, Classical.choice, Quot.sound]
'GaussianProcessVariance.predictiveVariance_mono' depends on axioms: [propext, Classical.choice, Quot.sound]
'GaussianProcessVariance.predictiveVariance_eq_prior_iff' depends on axioms: [propext, Classical.choice, Quot.sound]
'GaussianProcessVariance.predictiveVariance_eq_zero_iff' depends on axioms: [propext, Classical.choice, Quot.sound]
```

## What the theorems cover, and how they are proved

The finite type `n` labels the training values and may be empty. `jointCovariance` is the block matrix, with `Unit` labelling the single target. Its `PosSemidef` hypothesis includes symmetry and is assumed, not derived from a kernel or from random variables. `predictiveVariance` is $\sigma_l^2$, the variance of the noise-free target, and `predictionError` is $E_l$, defined by its formula. `IsLeast` says that $\sigma_l^2$ is attained and is a lower bound for all errors.

`combination_variance_nonneg` obtains (1) by evaluating the block quadratic form on `Sum.elim w (fun _ => t)`. `isUnit_det_add_noise` rules out a null vector, which lets `regressionWeights_equation` cancel the inverse. `variance_reduction` gives the formula for $c-\sigma_l^2$. In `predictionError_eq`, `linear_combination` completes the square, using the symmetry of `K`. `predictiveVariance_isLeast` reads off the minimum, and `predictiveVariance_bounds` compares it with zero weights and applies (1) with $t=-1$. The last three theorems are the three consequences, proved as above.

The result concerns exact real arithmetic, one target and equal noise on all training values. It does not bound rounding error, treat sparse approximations, or say whether the chosen kernel describes the energies well.
